# The integral of the squared Lorentzian 1/(w² + r²) over all real frequencies

The lemma states that for real r > 0 the integral of 1/(w² + r²)² over the whole real line is π/(2r³). In physical terms the integrand is the square of an unnormalised Lorentzian in the frequency w, centred at zero with half-width r. The attempt first treats r = 1, with the antiderivative (x/(1 + x²) + arctan x)/2 and its limits at ±∞, and then rescales the frequency by r. The limits need x/(1 + x²) to tend to 0, which the proof gets by rewriting the quotient as x⁻¹/(1 + (x⁻¹)²).

As first written in Lean, the proof fails:

```lean
import Mathlib

open Matrix MeasureTheory Filter Topology
open Complex (I)

namespace IntegralLorentzSq

noncomputable section

local notation "M₂" => Matrix (Fin 2) (Fin 2) ℂ

/-- The frequency integral of `1/(w² + r²)²` is `π/(2r³)` for `r > 0`. -/
theorem integral_lorentz_sq {r : ℝ} (hr : 0 < r) :
    ∫ w : ℝ, ((w ^ 2 + r ^ 2) ^ 2)⁻¹ = Real.pi / (2 * r ^ 3) := by
  have hint : Integrable (fun x : ℝ => ((1 + x ^ 2) ^ 2)⁻¹) := by
    refine integrable_inv_one_add_sq.mono'
      (by fun_prop : Measurable fun x : ℝ => ((1 + x ^ 2) ^ 2)⁻¹).aestronglyMeasurable
      (Eventually.of_forall fun x => ?_)
    rw [Real.norm_of_nonneg (by positivity)]
    exact inv_anti₀ (by positivity) (by nlinarith [sq_nonneg x, sq_nonneg (x ^ 2)])
  -- an antiderivative for r = 1
  have hder (x : ℝ) : HasDerivAt (fun x : ℝ => (x / (1 + x ^ 2) + Real.arctan x) / 2)
      (((1 + x ^ 2) ^ 2)⁻¹) x := by
    have hx : 1 + x ^ 2 ≠ 0 := by positivity
    have h := (((hasDerivAt_id' x).fun_div ((hasDerivAt_pow 2 x).const_add 1) hx).fun_add
      (Real.hasDerivAt_arctan x)).div_const 2
    refine h.congr_deriv ?_
    simp only [Nat.cast_ofNat]
    field_simp
    ring
  have hlim (l : Filter ℝ) (h : Tendsto (fun x : ℝ => x⁻¹) l (𝓝 0)) :
      Tendsto (fun x : ℝ => x / (1 + x ^ 2)) l (𝓝 0) := by
    have e : (fun x : ℝ => x / (1 + x ^ 2)) = fun x => x⁻¹ / (1 + x⁻¹ ^ 2) := by
      funext x
      by_cases hx : x = 0
      · simp [hx]
      · have hi := mul_inv_cancel₀ hx
        rw [div_eq_div_iff (by positivity) (by positivity)]
        generalize x⁻¹ = y at hi ⊢
        linear_combination (y - x) * hi
    rw [e]
    simpa using h.div ((tendsto_const_nhds (x := (1 : ℝ))).add (h.pow 2)) (by norm_num)
  have hunit : ∫ x : ℝ, ((1 + x ^ 2) ^ 2)⁻¹ = Real.pi / 2 := by
    rw [integral_of_hasDerivAt_of_tendsto hder hint
      (((hlim _ tendsto_inv_atBot_zero).add
        (Real.tendsto_arctan_atBot.mono_right nhdsWithin_le_nhds)).div_const 2)
      (((hlim _ tendsto_inv_atTop_zero).add
        (Real.tendsto_arctan_atTop.mono_right nhdsWithin_le_nhds)).div_const 2)]
    ring
  -- rescale the frequency by r
  have hsc : ∫ w : ℝ, ((1 + (w / r) ^ 2) ^ 2)⁻¹ = |r| • ∫ x : ℝ, ((1 + x ^ 2) ^ 2)⁻¹ :=
    Measure.integral_comp_div (fun x : ℝ => ((1 + x ^ 2) ^ 2)⁻¹) r
  have e (w : ℝ) : ((w ^ 2 + r ^ 2) ^ 2)⁻¹ =
      ((r ^ 2) ^ 2)⁻¹ * ((1 + (w / r) ^ 2) ^ 2)⁻¹ := by
    have hw : r * (w / r) = w := by field_simp
    generalize w / r = x at hw ⊢
    rw [← mul_inv, ← mul_pow, ← hw]
    ring
  simp only [e]
  rw [integral_const_mul, hsc, hunit, abs_of_pos hr, smul_eq_mul]
  field_simp

end

end IntegralLorentzSq
```

Messages:

```
Main.lean:42:4: error: Type mismatch: After simplification, term
  Tendsto.div h (Tendsto.add tendsto_const_nhds (Tendsto.pow h 2))
    (Mathlib.Meta.NormNum.isNat_eq_false
      (Mathlib.Meta.NormNum.isNat_add (Eq.refl HAdd.hAdd) (Mathlib.Meta.NormNum.isNat_ofNat ℝ Nat.cast_one)
        (Mathlib.Meta.NormNum.isNat_pow (Eq.refl HPow.hPow) (Mathlib.Meta.NormNum.isNat_ofNat ℝ Nat.cast_zero)
          (Mathlib.Meta.NormNum.isNat_ofNat ℕ (Eq.refl 2)) Mathlib.Meta.NormNum.zero_natPow)
        (Eq.refl 1))
      (Mathlib.Meta.NormNum.isNat_ofNat ℝ Nat.cast_zero) (Eq.refl false))
 has type
  @Tendsto ℝ ℝ ((fun x => x⁻¹) / fun x => 1 + (x ^ 2)⁻¹) l (𝓝 0)
but is expected to have type
  @Tendsto ℝ ℝ (fun x => x⁻¹ / (1 + (x ^ 2)⁻¹)) l (𝓝 0)
```

Cause. The one error is a type mismatch at the `simpa` that closes `hlim`. The limit itself is right, but the function is written in two ways. `Tendsto.div` yields a quotient of two functions, `(fun x => x⁻¹) / fun x => …`, while the goal has a single function whose value at `x` is a quotient. The two are equal by definition, but simplification did not bring the first to the second form, and the closing comparison in `simpa` does not unfold the division of functions to see that they agree.

The repair states the limit first, as `h3`, with the function written pointwise and the limit left as `0 / (1 + 0 ^ 2)`. Here the term `h.div …` is checked directly against the stated type, and Lean unfolds the division and accepts it. `simpa using h3` then has only to simplify the limit value to 0 and bring the powers of inverses to the same form on both sides. The annotation `(x := (1 : ℝ))` is dropped because the type of `h3` already fixes that constant.

Fix (accepted with no message):

```diff
@@ -39,6 +39,8 @@
         generalize x⁻¹ = y at hi ⊢
         linear_combination (y - x) * hi
+    have h3 : Tendsto (fun x : ℝ => x⁻¹ / (1 + x⁻¹ ^ 2)) l (𝓝 (0 / (1 + 0 ^ 2))) :=
+      h.div (tendsto_const_nhds.add (h.pow 2)) (by norm_num)
     rw [e]
-    simpa using h.div ((tendsto_const_nhds (x := (1 : ℝ))).add (h.pow 2)) (by norm_num)
+    simpa using h3
   have hunit : ∫ x : ℝ, ((1 + x ^ 2) ^ 2)⁻¹ = Real.pi / 2 := by
     rw [integral_of_hasDerivAt_of_tendsto hder hint
```
